# The spectral norm of a real matrix is at most that of its table of block Frobenius norms

## Blocks as labels on rows and columns

A partition of a matrix into blocks can be described by cut positions between consecutive rows and columns, or by a label on every row and every column. These notes use labels. A function $p$ sends each row index $a$ to a label $p(a)$, a function $q$ sends each column index $b$ to a label $q(b)$, and block $(i,j)$ consists of the entries $A_{ab}$ with $p(a)=i$ and $q(b)=j$. Blocks may then be rectangular and of different sizes, and their rows and columns need not be adjacent.

This suits a matrix in a basis of atom-centred functions. The label of a basis function is its atom, atoms may carry different numbers of functions, and the ordering of the basis is irrelevant. For a block-sparse matrix of this kind, real and finite, the result bounds the spectral error of discarding blocks by a quantity computed from one number per block.

## Two inequalities and a truncation bound

Let $A$ be a real matrix with finitely many rows and columns. Its spectral norm $\|A\|$ is the smallest $c\ge 0$ such that
$$\sum_a (Ax)_a^2\le c^2\sum_b x_b^2\quad\text{for all } x,$$
and its Frobenius norm is $\|A\|_F=\big(\sum_{a,b}A_{ab}^2\big)^{1/2}$. The table of block norms is the matrix
$$M_{ij}=\Big(\sum_{p(a)=i}\ \sum_{q(b)=j}A_{ab}^2\Big)^{1/2}.$$
The main result is
$$\|A\|\le\|M\|\le\|A\|_F .$$

For truncation, let $K$ be a set of label pairs, let $D$ be $A$ with the blocks in $K$ set to zero, and let $M^K$ be $M$ with the entries outside $K$ set to zero. Then
$$\|A-D\|\le\|M^K\|\le\Big(\sum_{(i,j)\in K}M_{ij}^2\Big)^{1/2}.$$

In Lean, the row and column indices are the finite types `m` and `n`, and the labels are the finite types `ι` and `κ`. The objects correspond as follows:

- `‖A‖` is the operator norm between Euclidean spaces, selected by opening `Matrix.Norms.L2Operator`. The Frobenius norm is defined separately as `frobeniusNorm`.
- `blockNorm p q A` is $M$, and `blockLength p u` is the vector of block lengths used in the derivation below.
- `dropBlocks p q K A` is $D$, and `droppedNorms p q K A` is $M^K$.

The matrix need not be square or symmetric, and no sparsity or decay is assumed. A label that no row or column carries is allowed and contributes a zero row or column to $M$.

The statements concern real entries and exact arithmetic. The truncation bound covers one act of discarding blocks, not the accumulation of errors through a sequence of matrix products. The norm is Euclidean in the coefficient vectors, which for a non-orthogonal basis differs from the norm of the functions they represent.

## Cauchy–Schwarz inside each block

**The Frobenius bound.** For each row $a$, Cauchy–Schwarz gives
$$\Big(\sum_b A_{ab}x_b\Big)^2\le\Big(\sum_b A_{ab}^2\Big)\Big(\sum_b x_b^2\Big).$$
Summing over $a$ gives $\sum_a(Ax)_a^2\le\|A\|_F^2\sum_b x_b^2$, hence $\|A\|\le\|A\|_F$ for every matrix.

**Compressing vectors.** For a vector $u$ on the rows and a vector $x$ on the columns, define the block lengths
$$\hat u_i=\Big(\sum_{p(a)=i}u_a^2\Big)^{1/2},\qquad \hat x_j=\Big(\sum_{q(b)=j}x_b^2\Big)^{1/2}.$$
Every index has exactly one label, so $\sum_i\hat u_i^2=\sum_a u_a^2$ and $\sum_j\hat x_j^2=\sum_b x_b^2$.

**Compressing the pairing.** Within block $(i,j)$, apply Cauchy–Schwarz to the numbers $A_{ab}$ and $u_ax_b$:
$$\Big(\sum_{p(a)=i}\sum_{q(b)=j}A_{ab}\,u_ax_b\Big)^2\le M_{ij}^2\,\hat u_i^2\,\hat x_j^2 .$$
All three factors $M_{ij}$, $\hat u_i$, $\hat x_j$ are nonnegative, so the block sum is at most $\hat u_iM_{ij}\hat x_j$. Adding over all blocks gives
$$\sum_a u_a(Ax)_a\le\sum_i\hat u_i\,(M\hat x)_i .$$

**The first inequality.** Put $u=Ax$ and $S=\sum_a(Ax)_a^2$. The left side of the last formula is now $S$. Squaring, and using Cauchy–Schwarz over the labels $i$,
$$S^2\le\Big(\sum_i\hat u_i^2\Big)\Big(\sum_i(M\hat x)_i^2\Big)\le S\,\|M\|^2\sum_j\hat x_j^2=S\,\|M\|^2\sum_b x_b^2 .$$
If $S>0$, divide by $S$; if $S=0$, the desired bound $S\le\|M\|^2\sum_b x_b^2$ is immediate. Since $x$ was arbitrary, $\|A\|\le\|M\|$.

**The second inequality.** Summing $M_{ij}^2$ over all blocks counts each $A_{ab}^2$ once, so $\|M\|_F=\|A\|_F$. The Frobenius bound applied to $M$ gives $\|M\|\le\|M\|_F=\|A\|_F$.

**Cases of equality.** If all of $A$ is a single block, $M$ is the $1\times1$ matrix with entry $\|A\|_F$, so $\|M\|=\|A\|_F$. If every block is a single entry and all entries are nonnegative, $M=A$, so $\|A\|=\|M\|$.

**Truncation.** The difference $A-D$ agrees with $A$ on the blocks in $K$ and vanishes elsewhere. Its table of block norms is therefore $M^K$, and the first inequality gives $\|A-D\|\le\|M^K\|$. The Frobenius bound for $M^K$ gives the rest.

## A three-by-three example

Give rows and columns 1 and 2 one label, and row and column 3 another:
$$A=\begin{pmatrix}3&0&2\\0&4&0\\2&0&3\end{pmatrix},\qquad M=\begin{pmatrix}5&2\\2&3\end{pmatrix}.$$
The entry $5$ is $\sqrt{3^2+4^2}$. The eigenvalues of $A$ are $5,4,1$ and those of $M$ are $4\pm\sqrt5$. Both matrices are symmetric, so their spectral norms are their largest absolute eigenvalues, and the chain reads
$$5\le 4+\sqrt5\approx6.24\le\sqrt{42}\approx6.48 .$$

Now discard the two off-diagonal blocks. The error matrix has the entry $2$ at positions $(1,3)$ and $(3,1)$ and zeros elsewhere, so its spectral norm is $2$. The table of discarded norms is $\begin{pmatrix}0&2\\2&0\end{pmatrix}$, also of spectral norm $2$. The root of the sum of squares is $\sqrt8\approx2.83$, so here the table gives the exact error and the simpler estimate does not.

## The Lean file

```lean
import Mathlib

open Matrix
open scoped Matrix.Norms.L2Operator

namespace BlockNormCompression

noncomputable section

variable {m n ι κ : Type*} [Fintype m] [Fintype n] [Fintype ι] [Fintype κ]
  [DecidableEq n] [DecidableEq ι] [DecidableEq κ]

/-- The Frobenius norm: the root of the sum of all squared entries. -/
def frobeniusNorm (A : Matrix m n ℝ) : ℝ := Real.sqrt (∑ a, ∑ b, A a b ^ 2)

/-- The matrix of block norms: entry `(i, j)` is the Frobenius norm of the block of `A` with
row label `i` and column label `j`. -/
def blockNorm (p : m → ι) (q : n → κ) (A : Matrix m n ℝ) : Matrix ι κ ℝ :=
  Matrix.of fun i j => Real.sqrt (∑ a with p a = i, ∑ b with q b = j, A a b ^ 2)

/-- The vector of block lengths: entry `i` is the Euclidean length of the part of `u` with
label `i`. -/
def blockLength (p : m → ι) (u : m → ℝ) : ι → ℝ :=
  fun i => Real.sqrt (∑ a with p a = i, u a ^ 2)

/-- The matrix `A` after all blocks listed in `K` have been set to zero. -/
def dropBlocks (p : m → ι) (q : n → κ) (K : Finset (ι × κ)) (A : Matrix m n ℝ) :
    Matrix m n ℝ :=
  Matrix.of fun a b => if (p a, q b) ∈ K then 0 else A a b

/-- The table of block norms restricted to the blocks listed in `K`, with zeros elsewhere. -/
def droppedNorms (p : m → ι) (q : n → κ) (K : Finset (ι × κ)) (A : Matrix m n ℝ) :
    Matrix ι κ ℝ :=
  Matrix.of fun i j => if (i, j) ∈ K then blockNorm p q A i j else 0

/-- A matrix stretches the squared length of a vector by at most its squared spectral norm. -/
theorem sum_sq_mulVec_le (A : Matrix m n ℝ) (x : n → ℝ) :
    ∑ a, (A *ᵥ x) a ^ 2 ≤ ‖A‖ ^ 2 * ∑ b, x b ^ 2 := by
  have h := pow_le_pow_left₀ (norm_nonneg _)
    (Matrix.l2_opNorm_mulVec A (WithLp.toLp 2 x)) 2
  rw [mul_pow, EuclideanSpace.norm_sq_eq, EuclideanSpace.norm_sq_eq] at h
  simp only [Real.norm_eq_abs, sq_abs] at h
  exact h

/-- A uniform bound on the stretching of vectors bounds the spectral norm. -/
theorem norm_le_of_sum_sq (A : Matrix m n ℝ) {c : ℝ} (hc : 0 ≤ c)
    (h : ∀ x : n → ℝ, ∑ a, (A *ᵥ x) a ^ 2 ≤ c ^ 2 * ∑ b, x b ^ 2) : ‖A‖ ≤ c := by
  rw [Matrix.l2_opNorm_def]
  refine ContinuousLinearMap.opNorm_le_bound _ hc fun x => ?_
  refine (le_abs_self _).trans (abs_le_of_sq_le_sq ?_ (by positivity))
  rw [mul_pow, EuclideanSpace.norm_sq_eq, EuclideanSpace.norm_sq_eq]
  simp only [Real.norm_eq_abs, sq_abs]
  exact h x.ofLp

/-- The spectral norm is at most the Frobenius norm. -/
theorem norm_le_frobeniusNorm (A : Matrix m n ℝ) : ‖A‖ ≤ frobeniusNorm A := by
  refine norm_le_of_sum_sq A (Real.sqrt_nonneg _) fun x => ?_
  rw [frobeniusNorm, Real.sq_sqrt (by positivity), Finset.sum_mul]
  exact Finset.sum_le_sum fun a _ => Finset.sum_mul_sq_le_sq_mul_sq Finset.univ (A a) x

omit [Fintype m] [Fintype n] [DecidableEq n] in
private lemma block_cauchy (A : Matrix m n ℝ) (u : m → ℝ) (x : n → ℝ)
    (s : Finset m) (t : Finset n) :
    (∑ a ∈ s, ∑ b ∈ t, u a * (A a b * x b)) ^ 2 ≤
      (∑ a ∈ s, u a ^ 2) * ((∑ a ∈ s, ∑ b ∈ t, A a b ^ 2) * ∑ b ∈ t, x b ^ 2) := by
  have h := Finset.sum_mul_sq_le_sq_mul_sq (s ×ˢ t) (fun z => A z.1 z.2)
    (fun z => u z.1 * x z.2)
  simp only [Finset.sum_product, mul_pow] at h
  rw [← Finset.sum_mul_sum] at h
  calc _ = (∑ a ∈ s, ∑ b ∈ t, A a b * (u a * x b)) ^ 2 := by
        congr 1
        exact Finset.sum_congr rfl fun a _ => Finset.sum_congr rfl fun b _ => by ring
    _ ≤ _ := h
    _ = _ := by ring

omit [DecidableEq n] in
private lemma sum_blocks (p : m → ι) (q : n → κ) (f : m → n → ℝ) :
    ∑ i, ∑ j, ∑ a with p a = i, ∑ b with q b = j, f a b = ∑ a, ∑ b, f a b := by
  calc _ = ∑ i, ∑ a with p a = i, ∑ j, ∑ b with q b = j, f a b :=
        Finset.sum_congr rfl fun i _ => Finset.sum_comm
    _ = _ := by
        rw [Finset.sum_fiberwise]
        exact Finset.sum_congr rfl fun a _ => Finset.sum_fiberwise _ _ _

/-- Compressing a vector to its block lengths preserves the total squared length. -/
theorem sum_sq_blockLength (p : m → ι) (u : m → ℝ) :
    ∑ i, blockLength p u i ^ 2 = ∑ a, u a ^ 2 := by
  rw [← Finset.sum_fiberwise Finset.univ p]
  exact Finset.sum_congr rfl fun i _ => Real.sq_sqrt (by positivity)

omit [DecidableEq n] in
/-- The matrix element of `A` between two vectors is at most the matrix element of the
block-norm matrix between their vectors of block lengths. -/
theorem pairing_le (p : m → ι) (q : n → κ) (A : Matrix m n ℝ) (u : m → ℝ) (x : n → ℝ) :
    ∑ a, u a * (A *ᵥ x) a ≤
      ∑ i, blockLength p u i * (blockNorm p q A *ᵥ blockLength q x) i := by
  simp only [Matrix.mulVec, dotProduct, Finset.mul_sum]
  rw [← sum_blocks p q]
  refine Finset.sum_le_sum fun i _ => Finset.sum_le_sum fun j _ => ?_
  -- Cauchy-Schwarz inside the block (i, j)
  have hM : 0 ≤ blockNorm p q A i j := Real.sqrt_nonneg _
  have hu : 0 ≤ blockLength p u i := Real.sqrt_nonneg _
  have hx : 0 ≤ blockLength q x j := Real.sqrt_nonneg _
  refine (le_abs_self _).trans (abs_le_of_sq_le_sq ?_ (by positivity))
  rw [mul_pow, mul_pow]
  simp only [blockLength, blockNorm, Matrix.of_apply]
  rw [Real.sq_sqrt (by positivity), Real.sq_sqrt (by positivity),
    Real.sq_sqrt (by positivity)]
  exact block_cauchy A u x _ _

/-- The spectral norm of a block matrix is at most the spectral norm of its matrix of block
Frobenius norms, which is at most the Frobenius norm of the full matrix. -/
theorem norm_le_blockNorm_le_frobenius (p : m → ι) (q : n → κ) (A : Matrix m n ℝ) :
    ‖A‖ ≤ ‖blockNorm p q A‖ ∧ ‖blockNorm p q A‖ ≤ frobeniusNorm A := by
  constructor
  · refine norm_le_of_sum_sq A (norm_nonneg _) fun x => ?_
    -- pair A x with itself and compress both sides
    have h1 := pairing_le p q A (A *ᵥ x) x
    have h2 := Finset.sum_mul_sq_le_sq_mul_sq Finset.univ (blockLength p (A *ᵥ x))
      (blockNorm p q A *ᵥ blockLength q x)
    have h3 := sum_sq_mulVec_le (blockNorm p q A) (blockLength q x)
    rw [sum_sq_blockLength] at h2 h3
    simp only [← pow_two] at h1
    have hS : 0 ≤ ∑ a, (A *ᵥ x) a ^ 2 := by positivity
    rcases hS.eq_or_lt with h0 | hpos
    · rw [← h0]
      positivity
    · refine le_of_mul_le_mul_left ?_ hpos
      calc _ = (∑ a, (A *ᵥ x) a ^ 2) ^ 2 := (pow_two _).symm
        _ ≤ _ := pow_le_pow_left₀ hS h1 2
        _ ≤ _ := h2
        _ ≤ _ := mul_le_mul_of_nonneg_left h3 hS
  · -- the block-norm matrix has the same Frobenius norm as A
    have e : frobeniusNorm (blockNorm p q A) = frobeniusNorm A := by
      unfold frobeniusNorm
      rw [← sum_blocks p q (fun a b => A a b ^ 2)]
      congr 1
      exact Finset.sum_congr rfl fun i _ => Finset.sum_congr rfl fun j _ =>
        Real.sq_sqrt (by positivity)
    exact e ▸ norm_le_frobeniusNorm (blockNorm p q A)

/-- If the whole matrix is a single block, the spectral norm of the block-norm matrix equals
the Frobenius norm. -/
theorem norm_blockNorm_single (A : Matrix m n ℝ) :
    ‖blockNorm (fun _ => ()) (fun _ => ()) A‖ = frobeniusNorm A := by
  refine le_antisymm (norm_le_blockNorm_le_frobenius _ _ A).2 ?_
  have e : blockNorm (fun _ => ()) (fun _ => ()) A () () = frobeniusNorm A := by
    simp [blockNorm, frobeniusNorm]
  have h := sum_sq_mulVec_le (blockNorm (fun _ => ()) (fun _ => ()) A) (fun _ => 1)
  simp only [Matrix.mulVec, dotProduct, Finset.univ_unique, Finset.sum_singleton, mul_one,
    one_pow] at h
  refine (le_abs_self _).trans (abs_le_of_sq_le_sq ?_ (norm_nonneg _))
  rw [← e]
  exact h

/-- For one-by-one blocks and nonnegative entries, the block-norm matrix is the matrix
itself. -/
theorem blockNorm_entrywise [DecidableEq m] (A : Matrix m n ℝ) (hA : ∀ a b, 0 ≤ A a b) :
    blockNorm id id A = A := by
  ext i j
  simp [blockNorm, Finset.filter_eq', Real.sqrt_sq (hA i j)]

/-- The spectral error made by discarding the blocks in `K` is at most the spectral norm of the
table of discarded block norms, which is at most the root of the sum of their squares. -/
theorem truncation_error (p : m → ι) (q : n → κ) (K : Finset (ι × κ)) (A : Matrix m n ℝ) :
    ‖A - dropBlocks p q K A‖ ≤ ‖droppedNorms p q K A‖ ∧
      ‖droppedNorms p q K A‖ ≤ Real.sqrt (∑ z ∈ K, blockNorm p q A z.1 z.2 ^ 2) := by
  constructor
  · -- the block norms of the error are exactly the discarded ones
    have e : blockNorm p q (A - dropBlocks p q K A) = droppedNorms p q K A := by
      ext i j
      have hs : ∑ a with p a = i, ∑ b with q b = j, (A - dropBlocks p q K A) a b ^ 2 =
          if (i, j) ∈ K then ∑ a with p a = i, ∑ b with q b = j, A a b ^ 2 else 0 := by
        split_ifs with h
        · refine Finset.sum_congr rfl fun a ha => Finset.sum_congr rfl fun b hb => ?_
          simp only [Finset.mem_filter, Finset.mem_univ, true_and] at ha hb
          simp [dropBlocks, ha, hb, h]
        · refine Finset.sum_eq_zero fun a ha => Finset.sum_eq_zero fun b hb => ?_
          simp only [Finset.mem_filter, Finset.mem_univ, true_and] at ha hb
          simp [dropBlocks, ha, hb, h]
      simp only [blockNorm, droppedNorms, Matrix.of_apply]
      rw [hs]
      split_ifs <;> simp
    exact e ▸ (norm_le_blockNorm_le_frobenius p q (A - dropBlocks p q K A)).1
  · have e : ∑ i, ∑ j, droppedNorms p q K A i j ^ 2 =
        ∑ z ∈ K, blockNorm p q A z.1 z.2 ^ 2 := by
      rw [← Fintype.sum_prod_type' (f := fun i j => droppedNorms p q K A i j ^ 2)]
      simp [droppedNorms, ite_pow, Finset.sum_ite_mem]
    rw [← e]
    exact norm_le_frobeniusNorm _

end

end BlockNormCompression
```

```lean
#print axioms BlockNormCompression.norm_le_blockNorm_le_frobenius
#print axioms BlockNormCompression.norm_blockNorm_single
#print axioms BlockNormCompression.blockNorm_entrywise
#print axioms BlockNormCompression.truncation_error
```

```
'BlockNormCompression.norm_le_blockNorm_le_frobenius' depends on axioms: [propext, Classical.choice, Quot.sound]
'BlockNormCompression.norm_blockNorm_single' depends on axioms: [propext, Classical.choice, Quot.sound]
'BlockNormCompression.blockNorm_entrywise' depends on axioms: [propext, Classical.choice, Quot.sound]
'BlockNormCompression.truncation_error' depends on axioms: [propext, Classical.choice, Quot.sound]
```

## How the proof follows the derivation

**Passing between norms and sums.** `sum_sq_mulVec_le` turns the operator norm into an inequality between sums of squares, and `norm_le_of_sum_sq` goes back: any nonnegative `c` that bounds the stretching of all vectors bounds `‖A‖`. The rest of the argument can then work with finite sums. `norm_le_frobeniusNorm` supplies the row-by-row Cauchy–Schwarz estimate to the second of these lemmas.

**Sums over blocks.** `sum_blocks` says that summing over all blocks, and then over the entries within each, is the same as summing over all entries. It exchanges two sums and then uses `Finset.sum_fiberwise`, which expresses that each index has exactly one label. The same fact gives `sum_sq_blockLength`, the preservation of squared length.

**The estimate in one block.** `block_cauchy` is Cauchy–Schwarz on the product set `s ×ˢ t` of row and column indices, with the two families $A_{ab}$ and $u_ax_b$. The sum of the squares $u_a^2x_b^2$ factorises through `Finset.sum_mul_sum`. In `pairing_le`, the pairing is split into blocks and compared term by term. The step from squares to the quantities themselves is `abs_le_of_sq_le_sq`, which needs the nonnegativity facts `hM`, `hu` and `hx`.

**The main theorem.** In the first half of `norm_le_blockNorm_le_frobenius`, `h1` is the compressed pairing with $u=Ax$, `h2` is Cauchy–Schwarz over the labels, and `h3` is the spectral bound for $M$. The `rcases` line separates $S=0$ from $S>0$; in the second case the `calc` chain proves the inequality multiplied by $S$, and `le_of_mul_le_mul_left` cancels the factor. The second half proves the equality `e` of the two Frobenius norms and applies `norm_le_frobeniusNorm` to the table.

**Equality and truncation.** `norm_blockNorm_single` takes one direction from the main theorem. For the other it applies the $1\times1$ table to the vector with entry 1, which shows that the table's only entry is at most its spectral norm. `blockNorm_entrywise` reduces each entry to $\sqrt{A_{ij}^2}=A_{ij}$, where nonnegativity is used.

In `truncation_error`, the first `e` identifies the block norms of the error with `droppedNorms`, by distinguishing blocks in `K` from the others. The main theorem then gives the first bound. The second `e` rewrites the sum of squares over the whole table as a sum over `K`, and the Frobenius bound finishes the proof.
